# Resonance of one electron on a pair of sites sets in at the Mott distance

In an estimate of low-frequency absorption by localised electrons, one sums over pairs of sites, first over their energy detuning and then over their distance. If the detunings are uniformly distributed and the Mott distance is much larger than the decay length of the tunnelling, powers of the distance can, to leading order, be taken out of the second integral at their value at the Mott distance. Apart from factors that do not depend on the distance, the integral that remains equals the decay length. The problems below derive the cutoff, the dipole strength and this integral for one electron on two sites, with exponentially decaying tunnelling and no interaction with other electrons.

In Lean 4 with Mathlib:

```lean
import Mathlib

open Matrix MeasureTheory Filter Set
open scoped Topology

namespace MottPair

noncomputable section
```

The site energies are $\pm d/2$ and the tunnel coupling is $J$:
$$H=\begin{pmatrix} d/2 & J\\ J & -d/2\end{pmatrix}.$$

```lean
/-- Hamiltonian of one electron on two sites with detuning `d` and tunnel coupling `J`. -/
def pairH (d J : ℝ) : Matrix (Fin 2) (Fin 2) ℝ := !![d / 2, J; J, -(d / 2)]
```

The sites lie at $\pm r/2$, so the dipole operator along the pair axis, in units of the charge, is $(r/2)\sigma_z$. The overlap of the two site orbitals and the dipole matrix element between them are neglected.

```lean
/-- Dipole operator `(r/2) σ_z` of a pair of sites at distance `r`, in units of the charge. -/
def dipole (r : ℝ) : Matrix (Fin 2) (Fin 2) ℝ := !![r / 2, 0; 0, -(r / 2)]
```

The coupling is $J(r)=I e^{-r/\xi}$. The energy $I>0$ sets the strength of tunnelling, and $\xi>0$ is the length over which the coupling, not its square, falls by a factor $e$. Both are postulated.

```lean
/-- Tunnel coupling that decays exponentially with the distance `r`. -/
def coupling (I ξ r : ℝ) : ℝ := I * Real.exp (-r / ξ)
```

For photon energy $w>0$, put $\rho(r)=2J(r)/w$. The comments in the code call this ratio $u$; here $u$ is kept for a state.

```lean
/-- The ratio `u = 2J/w` of the smallest possible splitting to the photon energy `w`. -/
def ratio (I ξ w r : ℝ) : ℝ := 2 * coupling I ξ r / w
```

The Mott distance is $r_w=\xi\ln(2I/w)$. It is negative if $w>2I$, and then every physical distance $r\ge 0$ lies beyond it. The theorems let $r$ be any real number.

```lean
/-- The Mott distance `r_w = ξ ln(2I/w)`. -/
def mottRadius (I ξ w : ℝ) : ℝ := ξ * Real.log (2 * I / w)
```

A transition consists of two normalised real eigenvectors $u=(u_0,u_1)$ and $v=(v_0,v_1)$ with energies $E$ and $E+w$. `IsTransition` says just this, with `⬝ᵥ` for the scalar product and `*ᵥ` for a matrix acting on a vector. Neither the splitting nor the dipole formula is built in.

```lean
/-- `u` and `v` are normalised eigenstates of the pair, and `v` lies higher by the energy `w`. -/
def IsTransition (d J w : ℝ) (u v : Fin 2 → ℝ) : Prop :=
  u ⬝ᵥ u = 1 ∧ v ⬝ᵥ v = 1 ∧
    ∃ E : ℝ, pairH d J *ᵥ u = E • u ∧ pairH d J *ᵥ v = (E + w) • v
```

## (a) The Schrödinger equation in site amplitudes

Write $Hu=Eu$ in components.

The two rows give
$$\tfrac d2u_0+Ju_1=Eu_0,\qquad Ju_0-\tfrac d2u_1=Eu_1.$$
The proof computes both components of the product and compares them with those of $Eu$.

```lean
/-- The stationary Schrödinger equation of the pair, written in site amplitudes. -/
theorem eigen_iff (d J E : ℝ) (u : Fin 2 → ℝ) :
    pairH d J *ᵥ u = E • u ↔
      d / 2 * u 0 + J * u 1 = E * u 0 ∧ J * u 0 - d / 2 * u 1 = E * u 1 := by
  have e0 : (pairH d J *ᵥ u) 0 = d / 2 * u 0 + J * u 1 := by
    simp [pairH, Matrix.mulVec, dotProduct, Fin.sum_univ_two]
  have e1 : (pairH d J *ᵥ u) 1 = J * u 0 - d / 2 * u 1 := by
    simp [pairH, Matrix.mulVec, dotProduct, Fin.sum_univ_two]
    ring
  rw [funext_iff, Fin.forall_fin_two, e0, e1]
  simp only [Pi.smul_apply, smul_eq_mul]
```

## (b) The energy levels

Show that a normalised eigenstate has $E^2=d^2/4+J^2$.

Squaring the matrix gives $H^2=(d^2/4+J^2)\mathbb 1$. Applying $H$ twice to $u$ therefore gives $E^2u=(d^2/4+J^2)u$, and the scalar product with $u$ gives the claim. In the code, `linear_combination` forms the same combination from the two equations of (a) and the normalisation.

```lean
/-- The energy of a normalised eigenstate satisfies `E² = d²/4 + J²`. -/
theorem energy_sq {d J E : ℝ} {u : Fin 2 → ℝ} (n : u ⬝ᵥ u = 1)
    (h : pairH d J *ᵥ u = E • u) : E ^ 2 = d ^ 2 / 4 + J ^ 2 := by
  obtain ⟨h1, h2⟩ := (eigen_iff d J E u).1 h
  simp only [dotProduct, Fin.sum_univ_two] at n
  linear_combination (-(E ^ 2 - (d ^ 2 / 4 + J ^ 2))) * n
    + u 0 * (-(E + d / 2) * h1 - J * h2) + u 1 * ((-E + d / 2) * h2 - J * h1)
```

## (c) The condition for a splitting $w$

For $J\ge0$ and $w>0$, show that a transition of energy $w$ exists exactly when $d^2+4J^2=w^2$.

If it exists, (b) gives $E^2=(E+w)^2$, so $w(2E+w)=0$ and $E=-w/2$. Then $w^2/4=d^2/4+J^2$.

Conversely, the condition implies $|d|\le w$, so we may set
$$c=\sqrt{\frac{1+d/w}{2}},\qquad s=\sqrt{\frac{1-d/w}{2}}.$$
Then $c^2+s^2=1$, $d=w(c^2-s^2)$ and, because $J\ge0$, $J=wcs$. For the vector $(c,s)$,
$$\tfrac d2c+Js=\tfrac w2c(c^2+s^2)=\tfrac w2c,\qquad Jc-\tfrac d2s=\tfrac w2s(c^2+s^2)=\tfrac w2s.$$
For $(-s,c)$ the two rows are
$$-\tfrac d2s+Jc=\tfrac w2s,\qquad -Js-\tfrac d2c=-\tfrac w2c,$$
so its energy is $-w/2$. Both vectors have norm one. The equations `a1`, `a2`, `b1` and `b2` are these four rows.

```lean
/-- A pair with detuning `d` and coupling `J` has a transition of energy `w` exactly when
`d² + 4J² = w²`. -/
theorem transition_iff {d J w : ℝ} (hJ : 0 ≤ J) (hw : 0 < w) :
    (∃ u v, IsTransition d J w u v) ↔ d ^ 2 + 4 * J ^ 2 = w ^ 2 := by
  constructor
  · rintro ⟨u, v, nu, nv, E, hu, hv⟩
    have h1 := energy_sq nu hu
    have h2 := energy_sq nv hv
    -- the two levels lie symmetrically about zero
    have hE : 2 * E + w = 0 := by
      apply mul_left_cancel₀ hw.ne'
      linear_combination h2 - h1
    linear_combination (-4) * h1 + (2 * E - w) * hE
  · intro h
    -- half-angle amplitudes of the upper state
    obtain ⟨c, s, hd, hj, n⟩ : ∃ c s : ℝ,
        d = w * (c * c - s * s) ∧ J = w * (c * s) ∧ c * c + s * s = 1 := by
      have hq : (d / w) ^ 2 + 4 * (J / w) ^ 2 = 1 := by
        have e : (d / w) ^ 2 + 4 * (J / w) ^ 2 = (d ^ 2 + 4 * J ^ 2) / w ^ 2 := by ring
        rw [e, h]
        exact div_self (by positivity)
      have hp : 0 ≤ (1 + d / w) / 2 := by nlinarith [sq_nonneg (J / w)]
      have hm : 0 ≤ (1 - d / w) / 2 := by nlinarith [sq_nonneg (J / w)]
      have hcc := Real.mul_self_sqrt hp
      have hss := Real.mul_self_sqrt hm
      have hcs : √((1 + d / w) / 2) * √((1 - d / w) / 2) = J / w := by
        have e : (1 + d / w) / 2 * ((1 - d / w) / 2) = (J / w) ^ 2 := by
          linear_combination (-1 / 4) * hq
        rw [← Real.sqrt_mul hp, e, Real.sqrt_sq (by positivity)]
      have hwd : w * (d / w) = d := by field_simp
      have hwJ : w * (J / w) = J := by field_simp
      refine ⟨√((1 + d / w) / 2), √((1 - d / w) / 2), ?_, ?_, ?_⟩
      · linear_combination -hwd - w * hcc + w * hss
      · linear_combination -hwJ - w * hcs
      · linear_combination hcc + hss
    have a1 : d / 2 * (-s) + J * c = -w / 2 * (-s) := by
      linear_combination c * hj - s / 2 * hd + w * s / 2 * n
    have a2 : J * (-s) - d / 2 * c = -w / 2 * c := by
      linear_combination -(s * hj) - c / 2 * hd - w * c / 2 * n
    have b1 : d / 2 * c + J * s = (-w / 2 + w) * c := by
      linear_combination s * hj + c / 2 * hd + w * c / 2 * n
    have b2 : J * c - d / 2 * s = (-w / 2 + w) * s := by
      linear_combination c * hj - s / 2 * hd + w * s / 2 * n
    refine ⟨![-s, c], ![c, s], ?_, ?_, -w / 2,
      (eigen_iff _ _ _ _).2 ⟨a1, a2⟩, (eigen_iff _ _ _ _).2 ⟨b1, b2⟩⟩
    · simp only [dotProduct, Fin.sum_univ_two]
      show -s * -s + c * c = 1
      linear_combination n
    · simp only [dotProduct, Fin.sum_univ_two]
      exact n
```

## (d) The transition dipole

Show that every transition of energy $w$ has squared dipole $r^2J^2/w^2$.

Since $H$ is symmetric, $w\,(u\cdot v)=0$, so the states are orthogonal. The matrix element of $\sigma_zH-H\sigma_z$ between $u$ and $v$ gives
$$w(u_0v_0-u_1v_1)=2J(u_0v_1-u_1v_0).$$
The identity
$$(u_0v_1-u_1v_0)^2+(u\cdot v)^2=(u\cdot u)(v\cdot v)$$
makes the square of the last bracket equal to one. Hence
$$\left[\tfrac r2(u_0v_0-u_1v_1)\right]^2=\frac{r^2}{4}\,\frac{4J^2}{w^2}=\frac{r^2J^2}{w^2}.$$
In the code these steps are `o`, `hs` and `hp`. Squaring removes the arbitrary signs of the eigenvectors.

```lean
/-- The squared dipole matrix element of a transition of energy `w` is `r² J² / w²`. -/
theorem dipole_sq {d J w : ℝ} {u v : Fin 2 → ℝ} (r : ℝ) (hw : 0 < w)
    (h : IsTransition d J w u v) :
    (u ⬝ᵥ dipole r *ᵥ v) ^ 2 = r ^ 2 * J ^ 2 / w ^ 2 := by
  obtain ⟨nu, nv, E, hu, hv⟩ := h
  obtain ⟨h1, h2⟩ := (eigen_iff _ _ _ _).1 hu
  obtain ⟨k1, k2⟩ := (eigen_iff _ _ _ _).1 hv
  simp only [dotProduct, Fin.sum_univ_two] at nu nv
  have o : u 0 * v 0 + u 1 * v 1 = 0 := by
    apply mul_left_cancel₀ hw.ne'
    linear_combination -(u 0 * k1) - u 1 * k2 + v 0 * h1 + v 1 * h2
  -- matrix element of the commutator of the Hamiltonian with σ_z
  have hs : w * (u 0 * v 0 - u 1 * v 1) = 2 * J * (u 0 * v 1 - u 1 * v 0) := by
    linear_combination -(u 0 * k1) + u 1 * k2 + v 0 * h1 - v 1 * h2
  have hp : (u 0 * v 1 - u 1 * v 0) ^ 2 = 1 := by
    linear_combination (v 0 * v 0 + v 1 * v 1) * nu + nv - (u 0 * v 0 + u 1 * v 1) * o
  have e : u ⬝ᵥ dipole r *ᵥ v = r / 2 * (u 0 * v 0 - u 1 * v 1) := by
    simp [dipole, Matrix.mulVec, dotProduct, Fin.sum_univ_two]
    ring
  rw [e, eq_div_iff (by positivity)]
  linear_combination r ^ 2 / 4 * (w * (u 0 * v 0 - u 1 * v 1)
    + 2 * J * (u 0 * v 1 - u 1 * v 0)) * hs + r ^ 2 * J ^ 2 * hp
```

## (e) The Jacobian of the detuning

At fixed $J$ with $0\le2J<w$, differentiate the resonant detuning $\sqrt{w^2-4J^2}$ with respect to $w$.

The chain rule gives
$$\frac{w}{\sqrt{w^2-4J^2}}=\frac1{\sqrt{1-(2J/w)^2}}.$$
For uniformly distributed detunings, this factor converts an interval of photon energy into an interval of detuning. If it is forgotten, the integrand in (g) becomes $\rho^2$ and the integral comes out as $\xi/2$, half the correct value. The proof differentiates the root and then factors $w^2$ out of it.

```lean
/-- The resonant detuning `√(w² - 4J²)` changes with the photon energy at the rate
`1/√(1 - (2J/w)²)`. -/
theorem resonant_detuning_deriv {J w : ℝ} (hJ : 0 ≤ J) (h : 2 * J < w) :
    HasDerivAt (fun x : ℝ => √(x ^ 2 - 4 * J ^ 2)) (1 / √(1 - (2 * J / w) ^ 2)) w := by
  have hw : 0 < w := by linarith
  have hu : 2 * J / w < 1 := (div_lt_one hw).2 h
  have hu0 : 0 ≤ 2 * J / w := by positivity
  have hpos : 0 < 1 - (2 * J / w) ^ 2 := by nlinarith
  have e : w * w - 4 * J ^ 2 = w ^ 2 * (1 - (2 * J / w) ^ 2) := by
    have h1 : w * (2 * J / w) = 2 * J := by field_simp
    linear_combination (w * (2 * J / w) + 2 * J) * h1
  have hne : w * w - 4 * J ^ 2 ≠ 0 := by rw [e]; positivity
  have hf : (fun x : ℝ => √(x ^ 2 - 4 * J ^ 2)) = fun x => √(x * x - 4 * J ^ 2) := by
    funext x
    rw [pow_two x]
  rw [hf]
  refine ((((hasDerivAt_id' w).fun_mul (hasDerivAt_id' w)).sub_const (4 * J ^ 2)).sqrt
    hne).congr_deriv ?_
  show (1 * w + w * 1) / (2 * √(w * w - 4 * J ^ 2)) = _
  rw [e, Real.sqrt_mul (sq_nonneg w), Real.sqrt_sq hw.le]
  have hs := (Real.sqrt_pos.2 hpos).ne'
  rw [div_eq_div_iff (by positivity) hs]
  ring
```

## (f) The ratio in terms of the Mott distance

Show that $\rho(r)=e^{-(r-r_w)/\xi}$.

By definition $2I/w=e^{r_w/\xi}$, so
$$\rho(r)=\frac{2I}{w}e^{-r/\xi}=e^{-(r-r_w)/\xi}.$$
The proof splits the exponent in the same way and cancels the exponential against the logarithm.

```lean
/-- In terms of the Mott distance, `2J/w = exp(-(r - r_w)/ξ)`. -/
theorem ratio_eq {I ξ w : ℝ} (hI : 0 < I) (hξ : 0 < ξ) (hw : 0 < w) (r : ℝ) :
    ratio I ξ w r = Real.exp (-(r - mottRadius I ξ w) / ξ) := by
  have e : -(r - mottRadius I ξ w) / ξ = Real.log (2 * I / w) + -r / ξ := by
    have h1 : ξ * Real.log (2 * I / w) / ξ = Real.log (2 * I / w) :=
      mul_div_cancel_left₀ _ hξ.ne'
    unfold mottRadius
    linear_combination h1
  rw [e, Real.exp_add, Real.exp_log (by positivity)]
  unfold ratio coupling
  ring
```

## (g) The integral over distance

Show that $\rho^2/\sqrt{1-\rho^2}$ is integrable on $r>r_w$, with integral $\xi$.

Let $g(r)=\xi\sqrt{1-\rho^2}$. Since $\rho'=-\rho/\xi$,
$$g'=-\xi\frac{\rho\rho'}{\sqrt{1-\rho^2}}=\frac{\rho^2}{\sqrt{1-\rho^2}}.$$
At $r_w$ we have $\rho=1$ and $g=0$; as $r\to\infty$, $\rho\to0$ and $g\to\xi$. The integrand diverges at $r_w$, but it is non-negative and $g$ is continuous there, so the finite rise of $g$ gives both integrability and the value. The code supplies these facts as `gd`, `gpos`, `gc`, `glim` and `g0` to the fundamental theorem of calculus on a half-line.

The same antiderivative gives $\xi\bigl(1-\sqrt{1-\rho(R)^2}\bigr)$ for the integral from any $R\ge r_w$.

```lean
/-- The function `u²/√(1-u²)` with `u = 2J/w` is integrable over all distances beyond `r_w`,
and its integral is the decay length `ξ`. -/
theorem integral_beyond_mottRadius {I ξ w : ℝ} (hI : 0 < I) (hξ : 0 < ξ) (hw : 0 < w) :
    IntegrableOn (fun r => ratio I ξ w r ^ 2 / √(1 - ratio I ξ w r ^ 2))
      (Ioi (mottRadius I ξ w)) ∧
    ∫ r in Ioi (mottRadius I ξ w), ratio I ξ w r ^ 2 / √(1 - ratio I ξ w r ^ 2) = ξ := by
  have hu : ∀ r, HasDerivAt (ratio I ξ w) (-ratio I ξ w r / ξ) r := by
    intro r
    have h0 : HasDerivAt (fun x : ℝ => -x / ξ) (-1 / ξ) r :=
      (hasDerivAt_id' r).fun_neg.div_const ξ
    have h1 : HasDerivAt (ratio I ξ w) (2 * (I * (Real.exp (-r / ξ) * (-1 / ξ))) / w) r :=
      ((h0.exp.const_mul I).const_mul 2).div_const w
    refine h1.congr_deriv ?_
    unfold ratio coupling
    ring
  have hc : Continuous (ratio I ξ w) :=
    continuous_iff_continuousAt.2 fun r => (hu r).continuousAt
  have hlim : Tendsto (ratio I ξ w) atTop (𝓝 0) := by
    have h0 : Tendsto (fun x : ℝ => -x / ξ) atTop atBot :=
      tendsto_neg_atTop_atBot.atBot_div_const hξ
    have h1 : Tendsto (ratio I ξ w) atTop (𝓝 (2 * (I * 0) / w)) :=
      (((Real.tendsto_exp_atBot.comp h0).const_mul I).const_mul 2).div_const w
    simpa using h1
  -- the antiderivative ξ √(1 - u²)
  let g : ℝ → ℝ := fun r => ξ * √(1 - ratio I ξ w r * ratio I ξ w r)
  have gc : Continuous g :=
    continuous_const.mul (Real.continuous_sqrt.comp (continuous_const.sub (hc.mul hc)))
  have gd : ∀ r ∈ Ioi (mottRadius I ξ w),
      HasDerivAt g (ratio I ξ w r ^ 2 / √(1 - ratio I ξ w r ^ 2)) r := by
    intro r hr
    have hr' : mottRadius I ξ w < r := hr
    have h0 : 0 < ratio I ξ w r := by rw [ratio_eq hI hξ hw]; exact Real.exp_pos _
    have h1 : ratio I ξ w r < 1 := by
      rw [ratio_eq hI hξ hw, Real.exp_lt_one_iff]
      exact div_neg_of_neg_of_pos (by linarith) hξ
    have hpos : 0 < 1 - ratio I ξ w r * ratio I ξ w r := by nlinarith
    have hs := (Real.sqrt_pos.2 hpos).ne'
    refine (((((hu r).fun_mul (hu r)).const_sub 1).sqrt hpos.ne').const_mul ξ).congr_deriv ?_
    have alg : ∀ u s : ℝ, s ≠ 0 →
        ξ * (-(-u / ξ * u + u * (-u / ξ)) / (2 * s)) = u ^ 2 / s := by
      intro u s hs
      have e : -(-u / ξ * u + u * (-u / ξ)) = 2 * u ^ 2 / ξ := by ring
      rw [e]
      field_simp
    rw [pow_two (ratio I ξ w r), ← pow_two (ratio I ξ w r)]
    have e : 1 - ratio I ξ w r ^ 2 = 1 - ratio I ξ w r * ratio I ξ w r := by ring
    rw [e]
    exact alg _ _ hs
  have gpos : ∀ r ∈ Ioi (mottRadius I ξ w),
      0 ≤ ratio I ξ w r ^ 2 / √(1 - ratio I ξ w r ^ 2) := fun r _ => by positivity
  have glim : Tendsto g atTop (𝓝 ξ) := by
    have h : Tendsto g atTop (𝓝 (ξ * √(1 - 0 * 0))) :=
      ((Real.continuous_sqrt.tendsto _).comp
        (tendsto_const_nhds.sub (hlim.mul hlim))).const_mul ξ
    simpa using h
  have g0 : g (mottRadius I ξ w) = 0 := by
    have h : ratio I ξ w (mottRadius I ξ w) = 1 := by rw [ratio_eq hI hξ hw]; simp
    show ξ * √(1 - ratio I ξ w (mottRadius I ξ w) * ratio I ξ w (mottRadius I ξ w)) = 0
    rw [h]
    simp
  refine ⟨integrableOn_Ioi_deriv_of_nonneg gc.continuousWithinAt gd gpos glim, ?_⟩
  rw [integral_Ioi_of_hasDerivAt_of_nonneg gc.continuousWithinAt gd gpos glim, g0, sub_zero]
```

## (h) The resonant distances

Show that some real $d$ gives a transition of energy $w$ exactly when $r\ge r_w$, and collect the results.

By (c), a resonant $d$ satisfies $d^2=w^2-4J^2$, which forces $2J\le w$. If $2J\le w$, then $d=\sqrt{w^2-4J^2}$ works. By (f), $2J\le w$ means $\rho\le1$, that is, $r\ge r_w$; this is `key` in the code. The other two clauses are (d) and the value from (g).

The theorem concerns single pairs and one integral. Mott's law for the low-frequency AC conductivity also needs the density of pairs, their occupation and the volume element in $r$.

```lean
/-- Some detuning puts a pair at distance `r` in resonance with `w` exactly when `r ≥ r_w`;
every resonant transition has squared dipole `r² J² / w²`; and the integral of `u²/√(1-u²)`
over `r > r_w`, with `u = 2J/w`, equals `ξ`. -/
theorem mott_pair_resonance {I ξ w : ℝ} (hI : 0 < I) (hξ : 0 < ξ) (hw : 0 < w) :
    (∀ r, (∃ d u v, IsTransition d (coupling I ξ r) w u v) ↔ mottRadius I ξ w ≤ r) ∧
    (∀ r d u v, IsTransition d (coupling I ξ r) w u v →
      (u ⬝ᵥ dipole r *ᵥ v) ^ 2 = r ^ 2 * coupling I ξ r ^ 2 / w ^ 2) ∧
    ∫ r in Ioi (mottRadius I ξ w), ratio I ξ w r ^ 2 / √(1 - ratio I ξ w r ^ 2) = ξ := by
  refine ⟨fun r => ?_, fun r d u v h => dipole_sq r hw h,
    (integral_beyond_mottRadius hI hξ hw).2⟩
  have hJ : 0 < coupling I ξ r := mul_pos hI (Real.exp_pos _)
  -- the smallest splitting 2J is at most w exactly when r is at least the Mott distance
  have key : 2 * coupling I ξ r ≤ w ↔ mottRadius I ξ w ≤ r := by
    rw [← div_le_one hw]
    change ratio I ξ w r ≤ 1 ↔ _
    rw [ratio_eq hI hξ hw, Real.exp_le_one_iff, div_le_iff₀ hξ, zero_mul]
    constructor <;> intro h <;> linarith
  rw [← key]
  constructor
  · rintro ⟨d, h⟩
    have h1 := (transition_iff hJ.le hw).1 h
    by_contra h2
    have h3 := not_le.1 h2
    nlinarith [sq_nonneg d]
  · intro h
    refine ⟨√(w ^ 2 - 4 * coupling I ξ r ^ 2), (transition_iff hJ.le hw).2 ?_⟩
    rw [Real.sq_sqrt (by nlinarith)]
    ring

end

end MottPair
```

```lean
#print axioms MottPair.resonant_detuning_deriv
#print axioms MottPair.mott_pair_resonance
```

```
'MottPair.resonant_detuning_deriv' depends on axioms: [propext, Classical.choice, Quot.sound]
'MottPair.mott_pair_resonance' depends on axioms: [propext, Classical.choice, Quot.sound]
```
